# The Silverman–Toeplitz theorem for finite rows of real weights

Suppose that a calculation returns $L+e$ at its first step and the correct value $L$ at every later one. The mean of the first $n+1$ values is $L+e/(n+1)$: the weights sum to one, which keeps $L$, and the weight on the bad value tends to zero, which removes $e$.

In Lean 4 with Mathlib:

```lean
import Mathlib

open Filter Topology
open scoped ZeroAtInfty

namespace SilvermanToeplitz

noncomputable section

variable {E : Type*} [NormedAddCommGroup E] [NormedSpace ℝ E]

/-- The transformed sequence: entry `n` is the combination of the data `s k` with the
finitely many nonzero weights `w n k` of row `n`. -/
def transform (w : ℕ → ℕ →₀ ℝ) (s : ℕ → E) (n : ℕ) : E :=
  ∑ k ∈ (w n).support, w n k • s k

/-- The sum of the weights in row `n`. -/
def rowSum (w : ℕ → ℕ →₀ ℝ) (n : ℕ) : ℝ := ∑ k ∈ (w n).support, w n k

/-- The sum of the absolute values of the weights in row `n`. -/
def absRowSum (w : ℕ → ℕ →₀ ℝ) (n : ℕ) : ℝ := ∑ k ∈ (w n).support, |w n k|

/-- A method is regular if it sends every convergent real sequence to a sequence with the
same limit. -/
def IsRegular (w : ℕ → ℕ →₀ ℝ) : Prop :=
  ∀ (s : ℕ → ℝ) (L : ℝ), Tendsto s atTop (𝓝 L) → Tendsto (transform w s) atTop (𝓝 L)

/-- Error splitting: if the data are at most `ε` in norm from index `K` on, the transformed value
has norm at most the sum of `|w n k| * ‖s k‖` over `k < K` plus `ε` times the absolute row sum. -/
theorem norm_transform_le (w : ℕ → ℕ →₀ ℝ) (s : ℕ → E) (n K : ℕ) (ε : ℝ)
    (hs : ∀ k, K ≤ k → ‖s k‖ ≤ ε) :
    ‖transform w s n‖ ≤ ∑ k ∈ Finset.range K, |w n k| * ‖s k‖ + ε * absRowSum w n := by
  have hε : 0 ≤ ε := (norm_nonneg _).trans (hs K le_rfl)
  have hhead : ∑ k ∈ (w n).support, (if k < K then |w n k| * ‖s k‖ else 0)
      ≤ ∑ k ∈ Finset.range K, |w n k| * ‖s k‖ := by
    rw [← Finset.sum_filter]
    apply Finset.sum_le_sum_of_subset_of_nonneg
    · intro k hk
      exact Finset.mem_range.mpr (Finset.mem_filter.mp hk).2
    · intro k _ _
      positivity
  calc ‖transform w s n‖ ≤ ∑ k ∈ (w n).support, ‖w n k • s k‖ := norm_sum_le _ _
    _ ≤ ∑ k ∈ (w n).support, ((if k < K then |w n k| * ‖s k‖ else 0) + ε * |w n k|) := by
        apply Finset.sum_le_sum
        intro k _
        rw [norm_smul, Real.norm_eq_abs]
        split_ifs with h
        · have : 0 ≤ ε * |w n k| := by positivity
          linarith
        · have := mul_le_mul_of_nonneg_left (hs k (not_lt.mp h)) (abs_nonneg (w n k))
          linarith
    _ ≤ _ := by
        rw [Finset.sum_add_distrib, ← Finset.mul_sum]
        exact add_le_add hhead le_rfl

/-- If the absolute row sums are uniformly bounded and every column tends to zero, data
tending to zero are transformed into values tending to zero. -/
theorem transform_tendsto_zero (w : ℕ → ℕ →₀ ℝ) (hbdd : ∃ M, ∀ n, absRowSum w n ≤ M)
    (hcol : ∀ k, Tendsto (fun n => w n k) atTop (𝓝 0))
    (s : ℕ → E) (hs : Tendsto s atTop (𝓝 0)) :
    Tendsto (transform w s) atTop (𝓝 0) := by
  obtain ⟨M, hM⟩ := hbdd
  have hM0 : 0 ≤ M := (Finset.sum_nonneg fun k _ => abs_nonneg (w 0 k)).trans (hM 0)
  rw [Metric.tendsto_atTop]
  intro ε hε
  have hδ : 0 < ε / (2 * (M + 1)) := by positivity
  obtain ⟨K, hK⟩ := Metric.tendsto_atTop.mp hs _ hδ
  -- the finitely many early data are suppressed by the column condition
  have hhead : Tendsto (fun n => ∑ k ∈ Finset.range K, |w n k| * ‖s k‖) atTop (𝓝 0) := by
    have h := tendsto_finsetSum (Finset.range K)
      (fun k _ => ((hcol k).abs.mul_const ‖s k‖))
    simpa using h
  obtain ⟨N, hN⟩ := eventually_atTop.mp (hhead.eventually_lt_const (half_pos hε))
  refine ⟨N, fun n hn => ?_⟩
  rw [dist_zero_right]
  have h1 := norm_transform_le w s n K _
    (fun k hk => by simpa [dist_zero_right] using (hK k hk).le)
  have h2 := mul_le_mul_of_nonneg_left (hM n) hδ.le
  have h3 : ε / (2 * (M + 1)) * (M + 1) = ε / 2 := by field_simp
  have h4 := hN n hn
  linarith

/-- Silverman-Toeplitz sufficiency: if the row sums tend to one, the absolute row sums are
uniformly bounded and every column tends to zero, the transformed values converge to the
limit of the data. -/
theorem transform_tendsto (w : ℕ → ℕ →₀ ℝ) (hrow : Tendsto (rowSum w) atTop (𝓝 1))
    (hbdd : ∃ M, ∀ n, absRowSum w n ≤ M)
    (hcol : ∀ k, Tendsto (fun n => w n k) atTop (𝓝 0))
    (s : ℕ → E) (L : E) (hs : Tendsto s atTop (𝓝 L)) :
    Tendsto (transform w s) atTop (𝓝 L) := by
  have h0 : Tendsto (fun k => s k - L) atTop (𝓝 0) := by
    simpa using hs.sub_const L
  have h := (transform_tendsto_zero w hbdd hcol _ h0).add (hrow.smul_const L)
  rw [zero_add, one_smul] at h
  refine h.congr fun n => ?_
  -- deviation from the limit plus the transformed constant
  simp only [transform, rowSum, Finset.sum_smul, ← Finset.sum_add_distrib]
  exact Finset.sum_congr rfl fun k _ => by module

/-- A regular method has uniformly bounded absolute row sums. -/
theorem IsRegular.bounded {w : ℕ → ℕ →₀ ℝ} (h : IsRegular w) :
    ∃ M, ∀ n, absRowSum w n ≤ M := by
  -- each row is a continuous functional on the Banach space of null sequences
  let g : ℕ → C₀(ℕ, ℝ) →L[ℝ] ℝ := fun n => LinearMap.mkContinuous
    { toFun := fun f => transform w (⇑f) n
      map_add' := fun f f' => by simp [transform, mul_add, Finset.sum_add_distrib]
      map_smul' := fun c f => by simp [transform, Finset.mul_sum, mul_left_comm] }
    (absRowSum w n) (fun f => by
      have hf := norm_transform_le w (⇑f) n 0 ‖f‖ (fun k _ => by
        rw [← ZeroAtInftyContinuousMap.norm_toBCF_eq_norm]
        exact f.toBCF.norm_coe_le_norm k)
      rw [Finset.range_zero, Finset.sum_empty, zero_add, mul_comm] at hf
      exact hf)
  obtain ⟨C, hC⟩ := banach_steinhaus (g := g) (fun f => by
    have hf := f.zero_at_infty'
    rw [Filter.cocompact_eq_cofinite, Nat.cofinite_eq_atTop] at hf
    obtain ⟨B, hB⟩ := (h (⇑f) 0 hf).norm.bddAbove_range
    exact ⟨B, fun n => hB ⟨n, rfl⟩⟩)
  refine ⟨C, fun n => ?_⟩
  -- the signs of row `n` form a null sequence that attains the absolute row sum
  let f : C₀(ℕ, ℝ) :=
    { toFun := fun k => Real.sign (w n k)
      continuous_toFun := continuous_of_discreteTopology
      zero_at_infty' := by
        rw [Filter.cocompact_eq_cofinite]
        refine tendsto_const_nhds.congr' ?_
        filter_upwards [(w n).support.finite_toSet.compl_mem_cofinite] with k hk
        have hk0 : w n k = 0 := by simpa using hk
        simp [hk0] }
  have hf1 : ‖f‖ ≤ 1 := by
    rw [← ZeroAtInftyContinuousMap.norm_toBCF_eq_norm,
      BoundedContinuousFunction.norm_le zero_le_one]
    intro k
    change ‖Real.sign (w n k)‖ ≤ 1
    rcases Real.sign_apply_eq (w n k) with hk | hk | hk <;> simp [hk]
  have hval : g n f = absRowSum w n := by
    change ∑ k ∈ (w n).support, w n k • Real.sign (w n k) = ∑ k ∈ (w n).support, |w n k|
    refine Finset.sum_congr rfl fun k _ => ?_
    rcases lt_trichotomy (w n k) 0 with hk | hk | hk
    · simp [Real.sign_of_neg hk, abs_of_neg hk]
    · simp [hk]
    · simp [Real.sign_of_pos hk, abs_of_pos hk]
  calc absRowSum w n = g n f := hval.symm
    _ ≤ ‖g n f‖ := Real.le_norm_self _
    _ ≤ ‖g n‖ * ‖f‖ := (g n).le_opNorm f
    _ ≤ ‖g n‖ * 1 := mul_le_mul_of_nonneg_left hf1 (g n).opNorm_nonneg
    _ ≤ C := by rw [mul_one]; exact hC n

/-- Silverman-Toeplitz theorem for finite rows: a method preserves the limit of every
convergent real sequence exactly when its row sums tend to one, its absolute row sums are
uniformly bounded and each of its columns tends to zero. -/
theorem isRegular_iff (w : ℕ → ℕ →₀ ℝ) :
    IsRegular w ↔ Tendsto (rowSum w) atTop (𝓝 1) ∧ (∃ M, ∀ n, absRowSum w n ≤ M) ∧
      ∀ k, Tendsto (fun n => w n k) atTop (𝓝 0) := by
  refine ⟨fun h => ⟨?_, h.bounded, fun k => ?_⟩,
    fun h s L hs => transform_tendsto w h.1 h.2.1 h.2.2 s L hs⟩
  · -- test on the constant sequence one
    refine (h (fun _ => 1) 1 tendsto_const_nhds).congr fun n => ?_
    simp [transform, rowSum]
  · -- test on a unit pulse at position `k`
    have hp : Tendsto (fun j : ℕ => if j = k then (1 : ℝ) else 0) atTop (𝓝 0) := by
      refine tendsto_const_nhds.congr' ?_
      filter_upwards [eventually_gt_atTop k] with j hj
      rw [if_neg (by omega)]
    refine (h _ 0 hp).congr fun n => ?_
    by_cases hk : w n k = 0 <;> simp [transform, hk]

/-- For nonnegative weights, row sums tending to one and columns tending to zero already
ensure that the weighted averages converge to the limit of the data. -/
theorem transform_tendsto_of_nonneg (w : ℕ → ℕ →₀ ℝ) (hpos : ∀ n k, 0 ≤ w n k)
    (hrow : Tendsto (rowSum w) atTop (𝓝 1))
    (hcol : ∀ k, Tendsto (fun n => w n k) atTop (𝓝 0))
    (s : ℕ → E) (L : E) (hs : Tendsto s atTop (𝓝 L)) :
    Tendsto (transform w s) atTop (𝓝 L) := by
  obtain ⟨M, hM⟩ := hrow.bddAbove_range
  refine transform_tendsto w hrow ⟨M, fun n => ?_⟩ hcol s L hs
  have he : absRowSum w n = rowSum w n :=
    Finset.sum_congr rfl fun k _ => abs_of_nonneg (hpos n k)
  rw [he]
  exact hM ⟨n, rfl⟩

end

end SilvermanToeplitz
```

```lean
#print axioms SilvermanToeplitz.isRegular_iff
-- 'SilvermanToeplitz.isRegular_iff' depends on axioms: [propext, Classical.choice, Quot.sound]
#print axioms SilvermanToeplitz.transform_tendsto_of_nonneg
-- 'SilvermanToeplitz.transform_tendsto_of_nonneg' depends on axioms: [propext, Classical.choice, Quot.sound]
```

## Post-processing that keeps the limit

A simulation often produces a sequence $s(0),s(1),\dots$ that approaches a limit $L$: energies from successive iterations, or forces on successively finer grids. One then reports a linear combination of these values, such as a running mean or an extrapolation, and the question is whether the reported values still approach $L$.

Let $w(n,k)$ be the real weight that the $n$-th reported value gives to $s(k)$, with finitely many nonzero weights for each $n$. Define

$$t(n)=\sum_k w(n,k)\,s(k),\qquad R(n)=\sum_k w(n,k),\qquad A(n)=\sum_k |w(n,k)| .$$

The theorem `transform_tendsto` says that $t(n)\to L$ whenever $s(k)\to L$, provided that

1. $R(n)\to 1$,
2. $A(n)\le M$ for some $M$ and all $n$,
3. $w(n,k)\to 0$ as $n\to\infty$, for each fixed $k$.

The theorem `isRegular_iff` adds that a table of weights preserves the limit of every convergent real sequence exactly when these three conditions hold.

In the file, `w : ℕ → ℕ →₀ ℝ` assigns to each $n$ a finitely supported row, so `w n k` is $w(n,k)$ and both indices start at zero. The functions `transform w s`, `rowSum w` and `absRowSum w` are $t$, $R$ and $A$. The statement `Tendsto s atTop (𝓝 L)` is ordinary convergence $s(k)\to L$. The data take values in a real normed space `E`, which may hold scalars, force vectors or densities on a grid; completeness of `E` is not required. The property `IsRegular`, in contrast, is defined through real sequences only.

## What the conditions mean for simulation data

The first condition reproduces a constant signal in the limit, and the third makes the method forget any individual early value. The second controls error amplification: if every datum carries an error of norm at most $\varepsilon$, then $t(n)$ carries an error of at most $\varepsilon A(n)$. With weights of both signs $A(n)$ can be large even when $R(n)=1$.

The simplest rows contain a single weight one, at position $\varphi(n)$, so that $t(n)=s(\varphi(n))$. Then $R(n)=A(n)=1$, and the column condition says that each position is selected only finitely often, that is, $\varphi(n)\to\infty$. The method merely picks out data, and it preserves limits when it keeps moving to later ones.

An electronic-structure example shows what the second condition excludes. For an infinite sequence of correlation energies $s(n)$ labelled by the basis-set cardinal number $n$, the linear two-point inverse-cube extrapolation is

$$t(n)=\frac{(n+1)^3s(n+1)-n^3s(n)}{(n+1)^3-n^3}.$$

Its row sums equal one and its columns are eventually zero, but $A(n)$ grows like $2n/3$. It is exact for $s(n)=L+c/n^3$, with $c$ a constant, yet it turns the null sequence $s(n)=(-1)^n/n$ with $n\ge1$, a mathematical test case and not a realistic set of correlation energies, into values whose magnitude tends to $2/3$. Row sums and columns alone therefore do not secure convergence. These particular weights are an illustration; the theorems are stated for a general `w`.

The step from the model to an actual run is the assumption that the data converge. Instantaneous energies in molecular dynamics keep fluctuating, and the convergence of their time average needs a separate statistical or ergodic argument. The result also gives no rate, so it does not say that an extrapolation improves on the raw data. Each row is finite, as in a computed average; the classical theorem for infinite rows needs an additional treatment of the convergence of each row's sum.

## Early data and late data

Suppose first that $\|s(k)\|\le\varepsilon$ for all $k\ge K$. The triangle inequality gives

$$\begin{aligned}
\|t(n)\|&\le\sum_{k<K}|w(n,k)|\,\|s(k)\|+\sum_{k\ge K}|w(n,k)|\,\|s(k)\|\\
&\le\sum_{k<K}|w(n,k)|\,\|s(k)\|+\varepsilon A(n).
\end{aligned}$$

In the last step the late weights were bounded by all weights, which is allowed because $\varepsilon\ge0$. This is `norm_transform_le`. Its proof applies `norm_sum_le`, bounds each term according to whether `k < K`, and then separates the sum into the two parts.

Now let $s(k)\to0$ and let $\varepsilon>0$ be the desired accuracy. Set $\delta=\varepsilon/(2(M+1))$ and choose $K$ such that $\|s(k)\|<\delta$ for $k\ge K$. The late part is at most

$$\delta A(n)\le\delta M<\delta(M+1)=\frac{\varepsilon}{2}.$$

The early part is a sum of $K$ terms, each of which tends to zero by the column condition, so it is below $\varepsilon/2$ for all $n$ from some $N$ on. Hence $\|t(n)\|<\varepsilon$ there. The order of choices matters: $K$ is fixed by the data before $n$ grows.

The proof of `transform_tendsto_zero` makes the same choices. Its `hhead` is the limit of the early part, obtained with `tendsto_finsetSum`, and `linarith` combines the two halves.

For a general limit $L$, split off the constant:

$$t(n)=\sum_k w(n,k)\bigl(s(k)-L\bigr)+R(n)L.$$

The first term tends to zero by the previous result and the second tends to $L$. In `transform_tendsto` these two limits are added, and `module` verifies the identity $w(s-L)+wL=ws$ term by term.

If all weights are nonnegative, then $A(n)=R(n)$. A convergent real sequence is bounded, so the second condition follows from the first, and `transform_tendsto_of_nonneg` omits it. The running mean has $w(n,k)=1/(n+1)$ for $k\le n$ and zero otherwise; its rows sum to one and its columns tend to zero, so it meets these hypotheses.

## Why a regular method must satisfy all three conditions

Assume that the method preserves the limit of every convergent real sequence. Applied to the constant sequence $s(k)=1$, it returns $t(n)=R(n)$, so $R(n)\to1$. Applied to a unit pulse at position $k$, which has limit zero, it returns $t(n)=w(n,k)$, so each column tends to zero. The two bullet points in `isRegular_iff` carry out these tests.

Boundedness of $A(n)$ takes more work, because no single test sequence has been named that would reveal its growth. Consider the space $c_0$ of real null sequences with the norm $\|f\|=\sup_k|f(k)|$. Row $n$ defines a linear functional on it,

$$g_n(f)=\sum_k w(n,k)f(k),\qquad |g_n(f)|\le A(n)\|f\|.$$

For each fixed $f$, regularity gives $g_n(f)\to0$, so the numbers $g_n(f)$ are bounded in $n$. The uniform boundedness principle turns these separate bounds into a single one: there is a $C$ with $\|g_n\|\le C$ for all $n$.

To recover $A(n)$, take $f(k)=\operatorname{sign}w(n,k)$, with $\operatorname{sign}0=0$. The row is finite, so $f$ is a null sequence, and $\|f\|\le1$, also when the row is empty. Therefore

$$A(n)=\sum_k|w(n,k)|=g_n(f)\le\|g_n\|\,\|f\|\le C.$$

In `IsRegular.bounded`, `hf1` is the bound on $\|f\|$ and `hval` is the equality $g_n(f)=A(n)$, checked separately for negative, zero and positive weights.

## Null sequences as functions vanishing at infinity

The uniform boundedness principle is Mathlib's `banach_steinhaus`, which needs continuous linear maps on a complete normed space. The proof takes that space to be `C₀(ℕ, ℝ)`, the continuous real functions on ℕ that vanish at infinity, for which Mathlib already provides the supremum norm and completeness.

This space is $c_0$ because ℕ is discrete. Every function on it is continuous, and its compact sets are the finite ones, so vanishing outside compact sets up to any tolerance means tending to zero along the index. The rewrites with `Filter.cocompact_eq_cofinite` and `Nat.cofinite_eq_atTop` make this translation, after which the regularity hypothesis applies to the elements of the space.

`LinearMap.mkContinuous` then builds each $g_n$ from its formula, its linearity and the bound $A(n)\|f\|$. That bound is `norm_transform_le` with `K = 0`, where no early data remain. The same inequality thus supplies the error estimate for sufficiency and the continuity required for the converse.
